# Bounds on the Coulomb Interaction of Two Separated Groups of Point Charges

## Charges as finite families of points

A charge distribution is represented here by two finite lists with a common index: real numbers for the charges and vectors for their positions. The first group has charges $q_i$ at $x_i$, the second has charges $p_j$ at $y_j$. Signs are arbitrary, and charges within a group may share a position. In atomic units the interaction energy of the two groups is

$$U=\sum_i\sum_j \frac{q_i p_j}{\lVert x_i-y_j\rVert}.$$

Interactions within a group do not enter.

The only geometric information is that every $x_i$ lies within a distance $a$ of a centre $A$, and every $y_j$ within a distance $b$ of a centre $B$. Write

$$R=\lVert A-B\rVert,\qquad Q=\sum_i|q_i|,\qquad P=\sum_j|p_j|,$$

and assume $R>a+b$, so that the two balls are disjoint.

Estimates of this kind serve integral screening, where one wants to know that a distant interaction is negligible before computing it. The bounds below do this for finite sets of point charges; a product of Gaussian functions has tails that reach everywhere, so they do not apply directly to a two-electron integral over such products.

## Three bounds and a case of equality

For any charges,

$$|U|\le\frac{QP}{R-a-b}. \tag{1}$$

If the first group is neutral, $\sum_i q_i=0$, then

$$|U|\le\frac{a\,QP}{(R-b)^2-a^2}, \tag{2}$$

and this implies the simpler form

$$|U|\le\frac{a\,QP}{(R-a-b)^2}. \tag{3}$$

The second group need not be neutral. For fixed $a$ and $b$, bounds (2) and (3) fall off as $R^{-2}$, the distance dependence of a charge interacting with a dipole.

With $a=b=1$ and $R=10$, the factors multiplying $QP$ are $1/8$ in (1), $1/80$ in (2) and $1/64$ in (3). Close to contact the order can change: (3) is weaker than (1) when $R-a-b<a$, while (2) never exceeds half of (1) when both groups contain charges, because its factor is that of (1) times $a/(R-b+a)$.

Equality in (2) occurs for a collinear arrangement. Take a unit vector $e$, charges $1$ and $-1$ at $ae$ and $-ae$, and a unit charge at $(R-b)e$. With $A=0$, $B=Re$ and $a,b\ge 0$, the first two charges lie at distance $a$ from $A$, the third lies at distance $b$ from $B$, and $\lVert A-B\rVert=R$. This arrangement therefore satisfies all the assumptions, so no smaller factor depending only on $a$, $b$ and $R$ can replace the one in (2).

## The general bound from the triangle inequality

If either group is empty, both sides of each bound are zero. (An empty first group permits a negative $a$, for which the denominator in (2) can vanish; Lean then assigns the quotient the value zero.) Otherwise $a$ and $b$ are non-negative, since they bound distances.

Two applications of the triangle inequality give

$$R\le\lVert A-x_i\rVert+\lVert x_i-y_j\rVert+\lVert y_j-B\rVert\le a+\lVert x_i-y_j\rVert+b .$$

Hence $\lVert x_i-y_j\rVert\ge R-a-b>0$, and every pair has $1/\lVert x_i-y_j\rVert\le 1/(R-a-b)$. Therefore

$$|U|\le\sum_i\sum_j\frac{|q_i||p_j|}{\lVert x_i-y_j\rVert}\le\frac{1}{R-a-b}\sum_i|q_i|\sum_j|p_j|,$$

which is (1).

## Neutrality and the midpoint of the potential

Let $\sum_i q_i=0$. For any numbers $c_j$ that do not depend on $i$,

$$\sum_i\sum_j q_ip_jc_j=\Bigl(\sum_i q_i\Bigr)\Bigl(\sum_j p_jc_j\Bigr)=0,$$

so that

$$U=\sum_i\sum_j q_ip_j\left(\frac{1}{\lVert x_i-y_j\rVert}-c_j\right).$$

The $c_j$ can now be chosen to make the brackets small. Put $D_j=\lVert A-y_j\rVert$. The triangle inequality gives $D_j\ge R-b>a$ and

$$D_j-a\le\lVert x_i-y_j\rVert\le D_j+a .$$

The inverse distance therefore lies between $1/(D_j+a)$ and $1/(D_j-a)$. These endpoints can be written as

$$\frac{1}{D_j\pm a}=\frac{D_j}{D_j^2-a^2}\mp\frac{a}{D_j^2-a^2}.$$

The midpoint of the interval is $c_j=D_j/(D_j^2-a^2)$ and its half-width is $a/(D_j^2-a^2)$. With this $c_j$,

$$\left|\frac{1}{\lVert x_i-y_j\rVert}-c_j\right|\le\frac{a}{D_j^2-a^2}\le\frac{a}{(R-b)^2-a^2},$$

where the last step uses $D_j\ge R-b>a\ge 0$. Summing with the weights $|q_i||p_j|$ gives (2).

For (3), set $d=R-a-b>0$. Then

$$(R-b)^2-a^2=(d+a)^2-a^2=d^2+2ad\ge d^2,$$

and replacing the denominator in (2) by the smaller number $d^2$ can only enlarge the bound.

In the collinear arrangement the distances are $R-b-a$ and $R-b+a$, so

$$U=\frac{1}{R-b-a}-\frac{1}{R-b+a}=\frac{2a}{(R-b)^2-a^2}.$$

Here $Q=2$ and $P=1$, so the right-hand side is exactly that of (2).

## Reading the statements in Lean

The types `ι` and `κ` are the finite index sets of the two groups. The functions `q : ι → ℝ` and `x : ι → E` give charges and positions for the first group, and `p` and `y` do so for the second. The energy $U$ is `coulombEnergy q x p y`. Lean's division would assign zero to a pair with $x_i=y_j$, but the hypotheses of the bounds exclude such pairs.

The hypotheses `hx` and `hy` place the charges in their balls, `hR` is the separation condition $a+b<R$, and `hq` is neutrality of the first group. Bounds (1), (2) and (3) are, in this order, `abs_coulombEnergy_le`, `abs_coulombEnergy_le_of_neutral` and `abs_coulombEnergy_le_sq_of_neutral`.

The space `E` is any `NormedAddCommGroup`, because the bounds use only the triangle inequality and the symmetry of the distance. Ordinary space is the instance `EuclideanSpace ℝ (Fin 3)`. The plain function type `Fin 3 → ℝ` carries the maximum norm in Mathlib, so the theorems hold there too but do not describe the physical Coulomb interaction.

The equality case, `neutral_bound_attained`, also assumes a real normed space and a unit vector `e`. It states the value of the energy for $a\ge0$ and $R>a+b$; that the charges lie in the required balls when $b\ge0$ is the short check made above.

The statements concern static point charges in vacuum. They do not treat continuous densities or infinite lattices, and they give no faster decay when both groups are neutral.

## The Lean file

```lean
import Mathlib

open Finset

namespace CoulombScreening

noncomputable section

variable {E : Type*} [NormedAddCommGroup E]
variable {ι κ : Type*} [Fintype ι] [Fintype κ]

/-- Coulomb interaction energy (atomic units) of charges `q i` at `x i` with charges `p j` at
`y j`, for positions with `x i ≠ y j`. -/
def coulombEnergy (q : ι → ℝ) (x : ι → E) (p : κ → ℝ) (y : κ → E) : ℝ :=
  ∑ i, ∑ j, q i * p j / ‖x i - y j‖

/-- If `|K i j| ≤ C` for all pairs, the sum of `q i * p j * K i j` over all pairs has absolute value
at most `C` times the product of the total absolute charges. -/
theorem abs_pair_sum_le (q : ι → ℝ) (p : κ → ℝ) (K : ι → κ → ℝ) {C : ℝ}
    (hK : ∀ i j, |K i j| ≤ C) :
    |∑ i, ∑ j, q i * p j * K i j| ≤ C * (∑ i, |q i|) * ∑ j, |p j| := by
  calc |∑ i, ∑ j, q i * p j * K i j| ≤ ∑ i, ∑ j, |q i| * |p j| * C := by
        refine (abs_sum_le_sum_abs _ _).trans (sum_le_sum fun i _ => ?_)
        refine (abs_sum_le_sum_abs _ _).trans (sum_le_sum fun j _ => ?_)
        rw [abs_mul, abs_mul]
        exact mul_le_mul_of_nonneg_left (hK i j) (by positivity)
    _ = C * (∑ i, |q i|) * ∑ j, |p j| := by
        rw [mul_assoc, sum_mul_sum, mul_sum]
        refine sum_congr rfl fun i _ => ?_
        rw [mul_sum]
        exact sum_congr rfl fun j _ => by ring

/-- Points within `a` of `A` and within `b` of `B` are at least `‖A - B‖ - a - b` apart. -/
theorem separation_le {A B x y : E} {a b : ℝ} (hx : ‖x - A‖ ≤ a) (hy : ‖y - B‖ ≤ b) :
    ‖A - B‖ - a - b ≤ ‖x - y‖ := by
  have h1 := norm_sub_le_norm_sub_add_norm_sub A x B
  have h2 := norm_sub_le_norm_sub_add_norm_sub x y B
  rw [norm_sub_rev A x] at h1
  linarith

/-- Charges within `a` of `A` and within `b` of `B`, with `‖A - B‖ > a + b`, interact with energy of
absolute value at most the product of total absolute charges over `‖A - B‖ - a - b`. -/
theorem abs_coulombEnergy_le {A B : E} {a b : ℝ} (q : ι → ℝ) (x : ι → E) (p : κ → ℝ)
    (y : κ → E) (hx : ∀ i, ‖x i - A‖ ≤ a) (hy : ∀ j, ‖y j - B‖ ≤ b) (hR : a + b < ‖A - B‖) :
    |coulombEnergy q x p y| ≤ (∑ i, |q i|) * (∑ j, |p j|) / (‖A - B‖ - a - b) := by
  have h := abs_pair_sum_le q p (fun i j => 1 / ‖x i - y j‖)
    (C := 1 / (‖A - B‖ - a - b)) fun i j => by
      rw [abs_of_nonneg (by positivity)]
      exact one_div_le_one_div_of_le (by linarith) (separation_le (hx i) (hy j))
  simp only [mul_one_div] at h
  exact h.trans_eq (by ring)

/-- If charges within `a` of `A` sum to zero, their interaction with charges within `b` of `B`,
where `‖A - B‖ > a + b`, has absolute value at most `a / ((‖A - B‖ - b)² - a²)` times the product of
total absolute charges. -/
theorem abs_coulombEnergy_le_of_neutral {A B : E} {a b : ℝ} (q : ι → ℝ) (x : ι → E)
    (p : κ → ℝ) (y : κ → E) (hx : ∀ i, ‖x i - A‖ ≤ a) (hy : ∀ j, ‖y j - B‖ ≤ b)
    (hR : a + b < ‖A - B‖) (hq : ∑ i, q i = 0) :
    |coulombEnergy q x p y| ≤
      a * (∑ i, |q i|) * (∑ j, |p j|) / ((‖A - B‖ - b) ^ 2 - a ^ 2) := by
  -- neutrality allows subtracting the midpoint of the range of each potential
  let c : κ → ℝ := fun j => ‖A - y j‖ / (‖A - y j‖ ^ 2 - a ^ 2)
  have h0 : ∑ i, ∑ j, q i * (p j * c j) = 0 := by rw [← sum_mul_sum, hq, zero_mul]
  have h : coulombEnergy q x p y = ∑ i, ∑ j, q i * p j * (1 / ‖x i - y j‖ - c j) := by
    calc coulombEnergy q x p y
        = coulombEnergy q x p y - ∑ i, ∑ j, q i * (p j * c j) := by rw [h0, sub_zero]
      _ = _ := by
        simp only [coulombEnergy, ← sum_sub_distrib]
        exact sum_congr rfl fun i _ => sum_congr rfl fun j _ => by ring
  rw [h]
  refine (abs_pair_sum_le q p _ (C := a / ((‖A - B‖ - b) ^ 2 - a ^ 2))
    fun i j => ?_).trans_eq (by ring)
  have ha : 0 ≤ a := (norm_nonneg _).trans (hx i)
  have t1 := norm_sub_le_norm_sub_add_norm_sub A (y j) B
  have t2 := norm_sub_le_norm_sub_add_norm_sub (x i) A (y j)
  have t3 := norm_sub_le_norm_sub_add_norm_sub A (x i) (y j)
  rw [norm_sub_rev A (x i)] at t3
  have hxi := hx i
  have hyj := hy j
  change |1 / ‖x i - y j‖ - ‖A - y j‖ / (‖A - y j‖ ^ 2 - a ^ 2)| ≤ _
  generalize ‖A - y j‖ = D at *
  have hm : 0 < D - a := by linarith
  have hp : 0 < D + a := by linarith
  have hD : 0 < D ^ 2 - a ^ 2 := by nlinarith [mul_pos hm hp]
  -- the distance lies between `D - a` and `D + a`
  have e1 : 1 / (D - a) = D / (D ^ 2 - a ^ 2) + a / (D ^ 2 - a ^ 2) := by
    rw [← add_div, div_eq_div_iff hm.ne' hD.ne']; ring
  have e2 : 1 / (D + a) = D / (D ^ 2 - a ^ 2) - a / (D ^ 2 - a ^ 2) := by
    rw [← sub_div, div_eq_div_iff hp.ne' hD.ne']; ring
  have u1 := one_div_le_one_div_of_le hm (show D - a ≤ ‖x i - y j‖ by linarith)
  have u2 := one_div_le_one_div_of_le (show 0 < ‖x i - y j‖ by linarith)
    (show ‖x i - y j‖ ≤ D + a by linarith)
  have hle : |1 / ‖x i - y j‖ - D / (D ^ 2 - a ^ 2)| ≤ a / (D ^ 2 - a ^ 2) :=
    abs_le.2 ⟨by linarith, by linarith⟩
  refine hle.trans (div_le_div_of_nonneg_left ha ?_ ?_)
  · nlinarith
  · nlinarith

/-- If charges within `a` of `A` sum to zero, their interaction with charges within `b` of `B`,
where `‖A - B‖ > a + b`, has absolute value at most `a / (‖A - B‖ - a - b)²` times the product of
total absolute charges. -/
theorem abs_coulombEnergy_le_sq_of_neutral {A B : E} {a b : ℝ} (q : ι → ℝ) (x : ι → E)
    (p : κ → ℝ) (y : κ → E) (hx : ∀ i, ‖x i - A‖ ≤ a) (hy : ∀ j, ‖y j - B‖ ≤ b)
    (hR : a + b < ‖A - B‖) (hq : ∑ i, q i = 0) :
    |coulombEnergy q x p y| ≤
      a * (∑ i, |q i|) * (∑ j, |p j|) / (‖A - B‖ - a - b) ^ 2 := by
  rcases isEmpty_or_nonempty ι with hι | ⟨⟨i⟩⟩
  · simp [coulombEnergy]
  have ha : 0 ≤ a := (norm_nonneg _).trans (hx i)
  have hd : 0 < ‖A - B‖ - a - b := by linarith
  refine (abs_coulombEnergy_le_of_neutral q x p y hx hy hR hq).trans
    (div_le_div_of_nonneg_left (by positivity) (by positivity) ?_)
  nlinarith [mul_nonneg ha hd.le]

/-- The group of charges `1` and `-1` at `a e` and `-a e` interacts with a charge `1` at
`(R - b) e`, where `e` is a unit vector, `a ≥ 0` and `R > a + b`, with energy equal to
`a / ((R - b)² - a²)` times the product of the total absolute charges of the two groups. -/
theorem neutral_bound_attained [NormedSpace ℝ E] {e : E} (he : ‖e‖ = 1) {a b R : ℝ}
    (ha : 0 ≤ a) (hR : a + b < R) :
    coulombEnergy ![1, -1] ![a • e, -(a • e)] (fun _ : Fin 1 => 1) (fun _ => (R - b) • e) =
      a * (∑ i, |(![1, -1] : Fin 2 → ℝ) i|) * (∑ _j : Fin 1, |(1 : ℝ)|) /
        ((R - b) ^ 2 - a ^ 2) := by
  -- the two distances along the line
  have n1 : ‖a • e - (R - b) • e‖ = R - b - a := by
    rw [← sub_smul, norm_smul, he, mul_one, Real.norm_eq_abs, abs_of_neg (by linarith)]
    ring
  have n2 : ‖-(a • e) - (R - b) • e‖ = R - b + a := by
    rw [show -(a • e) - (R - b) • e = (-(R - b + a)) • e by module, norm_smul, he, mul_one,
      norm_neg, Real.norm_of_nonneg (by linarith)]
  have key : coulombEnergy ![1, -1] ![a • e, -(a • e)] (fun _ : Fin 1 => 1)
      (fun _ => (R - b) • e) =
      1 / ‖a • e - (R - b) • e‖ + -1 / ‖-(a • e) - (R - b) • e‖ := by
    simp [coulombEnergy, Fin.sum_univ_two]
  have s1 : ∑ i, |(![1, -1] : Fin 2 → ℝ) i| = 2 := by
    norm_num [Fin.sum_univ_two]
  have s2 : ∑ _j : Fin 1, |(1 : ℝ)| = 1 := by simp
  have hm : R - b - a ≠ 0 := by linarith
  have hp : R - b + a ≠ 0 := by linarith
  rw [key, n1, n2, s1, s2, show (R - b) ^ 2 - a ^ 2 = (R - b - a) * (R - b + a) by ring,
    div_add_div _ _ hm hp]
  ring

end

end CoulombScreening
```

```lean
#print axioms CoulombScreening.abs_coulombEnergy_le
#print axioms CoulombScreening.abs_coulombEnergy_le_sq_of_neutral
#print axioms CoulombScreening.neutral_bound_attained
```

```
'CoulombScreening.abs_coulombEnergy_le' depends on axioms: [propext, Classical.choice, Quot.sound]
'CoulombScreening.abs_coulombEnergy_le_sq_of_neutral' depends on axioms: [propext, Classical.choice, Quot.sound]
'CoulombScreening.neutral_bound_attained' depends on axioms: [propext, Classical.choice, Quot.sound]
```

## A weighted sum and a minimum distance

The lemma `abs_pair_sum_le` holds for any pair interaction `K i j` whose modulus is at most `C`. Its first `calc` step applies `abs_sum_le_sum_abs` to the outer and then to the inner sum, and uses `hK` for each pair. The second step factors the double sum into $C\,Q\,P$. Keeping the interaction general lets the same lemma treat both the inverse distance and the inverse distance with its midpoint subtracted.

The lemma `separation_le` is the minimum-distance estimate. Its facts `h1` and `h2` are the two triangle inequalities, and `linarith` combines them with the two radii.

The proof of `abs_coulombEnergy_le` then takes `K i j` to be the inverse distance and `C` to be $1/(R-a-b)$. The inverse distance is non-negative, so its absolute value can be removed, and `one_div_le_one_div_of_le` turns the lower bound on the distance into an upper bound on its inverse.

## The subtraction and the interval estimate

In `abs_coulombEnergy_le_of_neutral` the function `c` is the midpoint $c_j$. The fact `h0` says that the subtracted double sum vanishes: `sum_mul_sum` factors it, and `hq` makes the first factor zero. The fact `h` rewrites the energy with the midpoint subtracted from each inverse distance. After that, `abs_pair_sum_le` reduces the theorem to an estimate for one pair.

For that pair, `t1` gives $D_j\ge R-b$ once the radius $b$ is used, while `t2` and `t3` give the upper and lower limits on $\lVert x_i-y_j\rVert$. The `generalize` step replaces the norm $\lVert A-y_j\rVert$ by a single real variable `D`, which leaves a problem about real numbers.

The identities `e1` and `e2` write the endpoints of the interval as midpoint plus and minus half-width. The inequalities `u1` and `u2` place the inverse distance between those endpoints, and `hle` collects the result as a bound on an absolute value. The closing lines replace $D_j$ by its lower limit $R-b$; the two calls to `nlinarith` show that the new denominator is positive and no larger than the old one.

## The simpler bound and the collinear charges

The proof of `abs_coulombEnergy_le_sq_of_neutral` first separates the case of an empty first group, where the energy is zero. In the other case a charge is available to show $a\ge0$. The theorem then follows from (2) by comparing denominators, and the product `mul_nonneg ha hd.le` supplies the inequality $ad\ge0$ used in the derivation.

In `neutral_bound_attained`, `n1` and `n2` compute the two distances along the line, and `key` expands the energy into its two terms. The facts `s1` and `s2` evaluate the total absolute charges as $2$ and $1$. Factoring the denominator and adding the two fractions then gives the stated equality.
